# The strain diag(d, −d, z) with |d| < 1 conserves volume exactly when z = d²/(1 − d²)

A homogeneous strain with diagonal entries `d`, `-d` and `z` deforms space by the matrix `1 + orthoStrain d z`, whose determinant is the ratio of the new volume to the old. The lemma says that, for real `d` and `z` with `|d| < 1`, this determinant equals 1 if and only if `z = d ^ 2 / (1 - d ^ 2)`. The condition is exact, not an expansion for small `d`. The proof first establishes, as `hdet`, that the determinant is `(1 - d ^ 2) * (1 + z)`, then uses `|d| < 1` to show that `1 - d ^ 2` is not zero, clears the denominator and settles both directions by linear arithmetic.

An attempt in Lean 4 with a fault in it:

```lean
import Mathlib

open Matrix Filter Topology

namespace DetOrthoIff

noncomputable section

/-- Stretch by `d` along x, compression by `d` along y, and strain `z` along the z axis. -/
def orthoStrain (d z : ℝ) : Matrix (Fin 3) (Fin 3) ℝ := !![d, 0, 0; 0, -d, 0; 0, 0, z]

/-- For `|d| < 1` the orthorhombic strain conserves volume exactly when its zz component is
`d² / (1 - d²)`. -/
theorem det_ortho_iff (d z : ℝ) (hd : |d| < 1) :
    (1 + orthoStrain d z).det = 1 ↔ z = d ^ 2 / (1 - d ^ 2) := by
  have hdet : (1 + orthoStrain d z).det = (1 - d ^ 2) * (1 + z) := by
    simp [Matrix.det_fin_three, orthoStrain, Matrix.one_apply]
    ring
  obtain ⟨h1, h2⟩ := abs_lt.mp hd
  have h : 1 - d ^ 2 ≠ 0 := ne_of_gt (by nlinarith)
  rw [hdet, eq_div_iff h]
  constructor <;> intro hz <;> linear_combination hz

end

end DetOrthoIff
```

The compiler's answer:

```
Try this:
  [apply] ring_nf
  
  The `ring` tactic failed to close the goal. Use `ring_nf` to obtain a normal form.
    
  Note that `ring` works primarily in *commutative* rings. If you have a noncommutative ring, abelian group or module, consider using `noncomm_ring`, `abel` or `module` instead.
Main.lean:16:67: error: unsolved goals
d z : ℝ
hd : |d| < 1
⊢ True ∨ 1 + z = 0
Main.lean:17:45: warning: This simp argument is unused:
  Matrix.one_apply

Hint: Omit it from the simp argument list.
  [apply] simp [Matrix.det_fin_three, orthoStrain]

Note: This linter can be disabled with `set_option linter.unusedSimpArgs false`
```

Cause. The error is in the proof of `hdet`. Both sides of that equation carry the factor `1 + z`, and `simp` does not leave such an equation as it is: it cancels the common factor and turns the goal into a disjunction, in which either the remaining factors are equal or `1 + z = 0`. `ring` proves equations, not disjunctions, so it failed to close the goal and fell back on `ring_nf`. That reduced the left-hand equation to `True` but left `True ∨ 1 + z = 0` standing, which is the unsolved goal in the error. The "Try this" message reports the same fallback, and following it would not have helped.

The repair chooses the left side of the disjunction with `Or.inl` and gives `ring` only the equation there, which it can prove. No assumption about `1 + z` is needed.

Dropping `Matrix.one_apply` is mere tidying: the linter had warned that `simp` did not use it.

The mended proof, as a diff:

```diff
@@ -15,6 +15,6 @@
     (1 + orthoStrain d z).det = 1 ↔ z = d ^ 2 / (1 - d ^ 2) := by
   have hdet : (1 + orthoStrain d z).det = (1 - d ^ 2) * (1 + z) := by
-    simp [Matrix.det_fin_three, orthoStrain, Matrix.one_apply]
-    ring
+    simp [Matrix.det_fin_three, orthoStrain]
+    exact Or.inl (by ring)
   obtain ⟨h1, h2⟩ := abs_lt.mp hd
   have h : 1 - d ^ 2 ≠ 0 := ne_of_gt (by nlinarith)
```
